# Closed-loop expansion of a finite determinant ratio when all eigenvalues of $G_0V$ have modulus below one

Let $H_0$ be the Hamiltonian of a free system with finitely many sites, $V$ a perturbation and $z$ a complex energy. The zeros of $\det(z-H_0-V)$ are the perturbed energy levels. The problem is to express the ratio of this determinant to $\det(z-H_0)$ through the free Green's matrix $G_0=(z-H_0)^{-1}$ and $V$. Throughout, $X$ is a complex square matrix, later set to $G_0V$. In the loop sums the index $k$ starts at 0 and labels loops of $k+1$ steps; in statements about a power $X^k$ it is simply the exponent.

In Lean 4 with Mathlib:

```lean
import Mathlib

open Matrix

namespace ClosedLoopExpansion

noncomputable section

variable {ι : Type*} [Fintype ι] [DecidableEq ι]
```

The finite type `ι` is the set of sites, or of the states of an orthonormal basis. A `Matrix ι ι ℂ` is a complex matrix indexed by it; Hermiticity is not required.

```lean
/-- The free Green's matrix `(z - H₀)⁻¹`, for `z` not an eigenvalue of `H₀`. -/
def freeGreen (H₀ : Matrix ι ι ℂ) (z : ℂ) : Matrix ι ι ℂ := (z • 1 - H₀)⁻¹
```

This is $G_0(z)$. The expression `z • 1` is $z$ times the identity matrix.

```lean
/-- The weight of a walk from `i` to `j` through `k` intermediate sites `p`:
the product of the matrix elements of `X` along its `k + 1` steps. -/
def walkWeight (X : Matrix ι ι ℂ) : (k : ℕ) → ι → (Fin k → ι) → ι → ℂ
  | 0, i, _, j => X i j
  | k + 1, i, p, j => X i (p 0) * walkWeight X k (p 0) (fun m => p m.succ) j
```

A walk from $i$ to $j$ visits the intermediate sites $p_0,\dots,p_{k-1}$, and its weight is $X_{ip_0}X_{p_0p_1}\cdots X_{p_{k-1}j}$. With no intermediate site the weight is $X_{ij}$. The definition is recursive: take the first step, then weigh the rest.

```lean
/-- The sum of the weights of all closed loops with `k + 1` steps and a marked starting site. -/
def loopSum (X : Matrix ι ι ℂ) (k : ℕ) : ℂ :=
  ∑ i, ∑ p : Fin k → ι, walkWeight X k i p i
```

Closing the walk, $j=i$, and summing over all sites gives the loop sum. Loops that differ only in their starting site are counted separately.

## Traces as loops and as eigenvalue sums

```lean
/-- A matrix element of the power `X ^ (k + 1)` is the sum over all walks of `k + 1` steps
between the two sites. -/
theorem pow_apply_eq_sum_walks (X : Matrix ι ι ℂ) (k : ℕ) (i j : ι) :
    (X ^ (k + 1)) i j = ∑ p : Fin k → ι, walkWeight X k i p j := by
  induction k generalizing i with
  | zero => simp [walkWeight]
  | succ k ih =>
    -- split off the first intermediate site
    rw [pow_succ', Matrix.mul_apply,
      ← (Fin.consEquiv (fun _ : Fin (k + 1) => ι)).sum_comp, Fintype.sum_prod_type]
    refine Finset.sum_congr rfl fun a _ => ?_
    rw [ih, Finset.mul_sum]
    simp [walkWeight, Fin.consEquiv]
```

In ordinary notation,
$$(X^{k+1})_{ij}=\sum_{p_0,\dots,p_{k-1}}X_{ip_0}\cdots X_{p_{k-1}j}.$$
The proof is by induction on $k$, using $(X^{k+2})_{ij}=\sum_a X_{ia}(X^{k+1})_{aj}$. `Fin.consEquiv` splits the sum over walks into a sum over the first site $a$ and one over the remaining sites.

```lean
/-- The characteristic polynomial of `X` at `z` is the determinant of `z - X`. -/
theorem charpoly_eval (X : Matrix ι ι ℂ) (z : ℂ) :
    X.charpoly.eval z = (z • (1 : Matrix ι ι ℂ) - X).det := by
  rw [Matrix.charpoly, ← Polynomial.coe_evalRingHom, RingHom.map_det]
  congr 1
  ext i j
  rcases eq_or_ne i j with rfl | h
  · simp
  · simp [h]
```

The characteristic polynomial at $z$ is $\det(z-X)$, checked entry by entry.

```lean
/-- The determinant of a polynomial in `X` is the product of the polynomial's values at the
eigenvalues of `X`, counted with algebraic multiplicity. -/
theorem det_aeval (X : Matrix ι ι ℂ) (p : Polynomial ℂ) :
    (Polynomial.aeval X p).det = (X.charpoly.roots.map fun l => p.eval l).prod := by
  have hroots : ∀ q : Polynomial ℂ, Multiset.card q.roots = q.natDegree := fun q =>
    Polynomial.splits_iff_card_roots.mp (IsAlgClosed.splits q)
  have hcard : Multiset.card X.charpoly.roots = Fintype.card ι :=
    (hroots _).trans X.charpoly_natDegree_eq_dim
  let P : Polynomial ℂ → Prop := fun q =>
    (Polynomial.aeval X q).det = (X.charpoly.roots.map fun l => q.eval l).prod
  -- the claim is stable under products and holds for constants
  have hmul : ∀ q r, P q → P r → P (q * r) := by
    intro q r hq hr
    change (Polynomial.aeval X (q * r)).det =
      (X.charpoly.roots.map fun l => (q * r).eval l).prod
    simp only [map_mul, Matrix.det_mul, Polynomial.eval_mul, Multiset.prod_map_mul]
    exact congrArg₂ (· * ·) hq hr
  have hC : ∀ c, P (Polynomial.C c) := by
    intro c
    change (Polynomial.aeval X (Polynomial.C c)).det =
      (X.charpoly.roots.map fun l => (Polynomial.C c).eval l).prod
    simp only [Polynomial.aeval_C, Polynomial.eval_C, Multiset.map_const',
      Multiset.prod_replicate, hcard, Algebra.algebraMap_eq_smul_one, Matrix.det_smul,
      Matrix.det_one, mul_one]
  -- linear factors come from the characteristic polynomial
  have hlin : ∀ a, P (Polynomial.C a - Polynomial.X) := by
    intro a
    change (Polynomial.aeval X (Polynomial.C a - Polynomial.X)).det =
      (X.charpoly.roots.map fun l => (Polynomial.C a - Polynomial.X).eval l).prod
    simp only [map_sub, Polynomial.aeval_C, Polynomial.aeval_X, Polynomial.eval_sub,
      Polynomial.eval_C, Polynomial.eval_X, Algebra.algebraMap_eq_smul_one]
    have h := Polynomial.prod_multiset_X_sub_C_of_monic_of_roots_card_eq
      X.charpoly_monic (hroots _)
    rw [← charpoly_eval]
    conv_lhs => rw [← h]
    rw [Polynomial.eval_multiset_prod, Multiset.map_map]
    simp
  have hsub : ∀ a, P (Polynomial.X - Polynomial.C a) := by
    intro a
    have h := hmul _ _ (hC (-1)) (hlin a)
    have e : Polynomial.C (-1 : ℂ) * (Polynomial.C a - Polynomial.X) =
        Polynomial.X - Polynomial.C a := by simp
    rwa [e] at h
  have hprod : ∀ s : Multiset ℂ,
      P (s.map fun a => Polynomial.X - Polynomial.C a).prod := by
    intro s
    induction s using Multiset.induction_on with
    | empty => simpa using hC 1
    | cons a s ih =>
      rw [Multiset.map_cons, Multiset.prod_cons]
      exact hmul _ _ (hsub a) ih
  have h := hmul _ _ (hC p.leadingCoeff) (hprod p.roots)
  rw [Polynomial.C_leadingCoeff_mul_prod_multiset_X_sub_C (hroots p)] at h
  exact h
```

Let $\lambda_1,\dots,\lambda_n$ be the roots of the characteristic polynomial, repeated by multiplicity. The claim is $\det p(X)=\prod_i p(\lambda_i)$ for every polynomial $p$. In the code, `Polynomial.X` is the polynomial variable, not the matrix.

By hand, write $p(x)=c\prod_j(x-a_j)$. Since $\det(a-X)=\prod_i(a-\lambda_i)$, changing the sign of every factor gives $\det(X-a)=\prod_i(\lambda_i-a)$. Hence
$$\det p(X)=c^n\prod_j\prod_i(\lambda_i-a_j)=\prod_i p(\lambda_i).$$
The steps `hC`, `hlin`, `hsub` and `hmul` treat constants, the two signs of linear factors, and products; `hprod` assembles the factors.

```lean
/-- The trace of `X ^ k` is the sum of the `k`-th powers of the eigenvalues of `X`, counted
with algebraic multiplicity. -/
theorem trace_pow_eq_sum (X : Matrix ι ι ℂ) (k : ℕ) :
    (X ^ k).trace = (X.charpoly.roots.map fun l => l ^ k).sum := by
  have h : (X ^ k).charpoly = ((X.charpoly.roots.map fun l => l ^ k).map
      fun a => Polynomial.X - Polynomial.C a).prod := by
    apply Polynomial.funext
    intro z
    have hd := det_aeval X (Polynomial.C z - Polynomial.X ^ k)
    simp only [map_sub, map_pow, Polynomial.aeval_C, Polynomial.aeval_X, Polynomial.eval_sub,
      Polynomial.eval_C, Polynomial.eval_pow, Polynomial.eval_X,
      Algebra.algebraMap_eq_smul_one] at hd
    rw [charpoly_eval, hd, Polynomial.eval_multiset_prod, Multiset.map_map, Multiset.map_map]
    simp [Function.comp_def]
  rw [Matrix.trace_eq_sum_roots_charpoly, h, Polynomial.roots_multiset_prod_X_sub_C]
```

Take $p(x)=z-x^k$. Then $\det(z-X^k)=\prod_i(z-\lambda_i^k)$ for every $z$, so `Polynomial.funext` identifies the two polynomials. The roots for $X^k$ are therefore $\lambda_i^k$, and $\operatorname{tr}X^k=\sum_i\lambda_i^k$. No diagonalisation is used.

## From the logarithm series to the determinant

```lean
/-- For finitely many complex numbers of modulus below one, the power sums divided by their
order form a convergent series, and the exponential of minus its sum is the product of the
factors `1 - l`. -/
theorem exp_neg_power_sums (s : Multiset ℂ) : (∀ l ∈ s, ‖l‖ < 1) →
    ∃ S : ℂ, HasSum (fun k : ℕ => (s.map fun l => l ^ (k + 1)).sum / ((k : ℂ) + 1)) S ∧
      Complex.exp (-S) = (s.map fun l => 1 - l).prod := by
  induction s using Multiset.induction_on with
  | empty => exact fun _ => ⟨0, by simp [hasSum_zero], by simp⟩
  | cons a s ih =>
    intro h
    obtain ⟨S, hS, hE⟩ := ih fun l hl => h l (Multiset.mem_cons_of_mem hl)
    have ha : ‖a‖ < 1 := h a (Multiset.mem_cons_self a s)
    have hne : 1 - a ≠ 0 := by
      intro h0
      rw [← sub_eq_zero.mp h0] at ha
      simp at ha
    -- the logarithm series of a single eigenvalue
    have hlog : HasSum (fun k : ℕ => a ^ (k + 1) / ((k : ℂ) + 1)) (-Complex.log (1 - a)) := by
      simpa using (hasSum_nat_add_iff' 1).mpr (Complex.hasSum_taylorSeries_neg_log ha)
    refine ⟨-Complex.log (1 - a) + S, ?_, ?_⟩
    · simp only [Multiset.map_cons, Multiset.sum_cons, add_div]
      exact hlog.add hS
    · rw [neg_add, neg_neg, Complex.exp_add, Complex.exp_log hne, hE,
        Multiset.map_cons, Multiset.prod_cons]
```

For $|\lambda|<1$,
$$\sum_{k\ge0}\frac{\lambda^{k+1}}{k+1}=-\ln(1-\lambda).$$
Adding this over the finite collection `s` and exponentiating minus the total gives $\prod(1-\lambda)$. The induction adds one number at a time; `HasSum` says that the series converges to the stated value.

```lean
/-- If all eigenvalues of `X` have modulus below one, the series of `tr (X ^ k) / k` over
`k ≥ 1` converges absolutely, and the exponential of minus its sum is `det (1 - X)`. -/
theorem exp_neg_trace_series (X : Matrix ι ι ℂ)
    (hX : ∀ (μ : ℂ) (v : ι → ℂ), v ≠ 0 → X *ᵥ v = μ • v → ‖μ‖ < 1) :
    Summable (fun k : ℕ => (X ^ (k + 1)).trace / ((k : ℂ) + 1)) ∧
      Complex.exp (-∑' k : ℕ, (X ^ (k + 1)).trace / ((k : ℂ) + 1)) = (1 - X).det := by
  -- every root of the characteristic polynomial has an eigenvector
  have hr : ∀ l ∈ X.charpoly.roots, ‖l‖ < 1 := by
    intro l hl
    have h0 : X.charpoly.eval l = 0 := (Polynomial.mem_roots'.mp hl).2
    rw [charpoly_eval] at h0
    obtain ⟨v, hv, h⟩ := Matrix.exists_mulVec_eq_zero_iff.mpr h0
    rw [Matrix.sub_mulVec, Matrix.smul_mulVec, Matrix.one_mulVec, sub_eq_zero] at h
    exact hX l v hv h.symm
  obtain ⟨S, hS, hE⟩ := exp_neg_power_sums _ hr
  simp only [← trace_pow_eq_sum] at hS
  refine ⟨hS.summable, ?_⟩
  have hd := det_aeval X (Polynomial.C 1 - Polynomial.X)
  simp only [map_sub, Polynomial.aeval_C, Polynomial.aeval_X, Polynomial.eval_sub,
    Polynomial.eval_C, Polynomial.eval_X, Algebra.algebraMap_eq_smul_one, one_smul] at hd
  rw [hS.tsum_eq, hE, hd]
```

The hypothesis `hX` says that whenever $Xv=\mu v$ with $v\neq0$, then $|\mu|<1$. Each root $\lambda$ satisfies $\det(\lambda-X)=0$, so it has such a vector and the bound applies. Combining the previous results,
$$\exp\Big(-\sum_{k\ge0}\frac{\operatorname{tr}X^{k+1}}{k+1}\Big)=\prod_i(1-\lambda_i)=\det(1-X),$$
where the last equality is the determinant formula with $p(x)=1-x$. `Summable` expresses absolute convergence here.

The sum of the series need not equal minus the principal logarithm of $\det(1-X)$: with three or more eigenvalues, the phases of the factors $1-\lambda_i$ can add up to more than $\pi$.

```lean
/-- If `z` is not an eigenvalue of `H₀` and all eigenvalues of `G₀(z) V` have modulus below one, the
series over `k` of the sum over all closed loops of `k + 1` steps, divided by `k + 1`, converges
absolutely, and the exponential of minus the sum of this series is the ratio of the perturbed and
free determinants. -/
theorem det_ratio_eq_exp_loops (H₀ V : Matrix ι ι ℂ) (z : ℂ)
    (hz : (z • (1 : Matrix ι ι ℂ) - H₀).det ≠ 0)
    (hX : ∀ (μ : ℂ) (v : ι → ℂ), v ≠ 0 → (freeGreen H₀ z * V) *ᵥ v = μ • v → ‖μ‖ < 1) :
    Summable (fun k : ℕ => loopSum (freeGreen H₀ z * V) k / ((k : ℂ) + 1)) ∧
      (z • (1 : Matrix ι ι ℂ) - (H₀ + V)).det / (z • (1 : Matrix ι ι ℂ) - H₀).det =
        Complex.exp (-∑' k : ℕ, loopSum (freeGreen H₀ z * V) k / ((k : ℂ) + 1)) := by
  have hloop : ∀ k : ℕ, loopSum (freeGreen H₀ z * V) k =
      ((freeGreen H₀ z * V) ^ (k + 1)).trace := fun k =>
    Finset.sum_congr rfl fun i _ => (pow_apply_eq_sum_walks _ k i i).symm
  -- factor the free part out of the perturbed matrix
  have hfac : z • (1 : Matrix ι ι ℂ) - (H₀ + V) =
      (z • (1 : Matrix ι ι ℂ) - H₀) * (1 - freeGreen H₀ z * V) := by
    rw [mul_sub, mul_one, ← mul_assoc, freeGreen,
      Matrix.mul_nonsing_inv _ (isUnit_iff_ne_zero.mpr hz), one_mul, sub_sub]
  obtain ⟨hs, he⟩ := exp_neg_trace_series _ hX
  simp only [hloop]
  refine ⟨hs, ?_⟩
  rw [he, hfac, Matrix.det_mul, mul_div_cancel_left₀ _ hz]
```

The hypothesis `hz` makes $z-H_0$ invertible, so
$$z-H_0-V=(z-H_0)(1-G_0V).$$
Taking determinants and dividing gives $\det(1-G_0V)$, and the walk expansion turns the traces in its series into loop sums. The loops of each length are added first, and absolute convergence refers to the resulting series over $k$. The sum over individual loops need not converge absolutely: $X=\begin{pmatrix}1&1\\-1&-1\end{pmatrix}$ has only the eigenvalue 0, but each of its $2^{k+1}$ loops of $k+1$ steps has a weight of modulus 1.

For a single site with $H_0=\varepsilon$ and $V=v$, the loop sum is $x^{k+1}$ with $x=v/(z-\varepsilon)$. The theorem reads $1-x=\exp(-\sum_{k\ge0} x^{k+1}/(k+1))$ for $|x|<1$.

For non-interacting electrons in a finite orthonormal basis, with Hermitian $H_0$ and $V$ independent of $z$, the $z$-derivative of the logarithm of this ratio is the change in the trace of the Green's matrix, which determines the change in the density of states. Passing to an infinite lattice or a continuum needs a separate limiting argument.

```lean
/-- If `z` is not an eigenvalue of `H₀` and all eigenvalues of `G₀(z) V` have modulus below one,
then the determinant of `z - H₀ - V` does not vanish. -/
theorem perturbed_det_ne_zero (H₀ V : Matrix ι ι ℂ) (z : ℂ)
    (hz : (z • (1 : Matrix ι ι ℂ) - H₀).det ≠ 0)
    (hX : ∀ (μ : ℂ) (v : ι → ℂ), v ≠ 0 → (freeGreen H₀ z * V) *ᵥ v = μ • v → ‖μ‖ < 1) :
    (z • (1 : Matrix ι ι ℂ) - (H₀ + V)).det ≠ 0 := by
  intro h
  have he := (det_ratio_eq_exp_loops H₀ V z hz hX).2
  rw [h, zero_div] at he
  exact Complex.exp_ne_zero _ he.symm

end

end ClosedLoopExpansion
```

An exponential is never zero, so under the same hypotheses $z$ is not an eigenvalue of $H_0+V$ either. At a perturbed level that is not a free level, $G_0V$ has the eigenvalue 1, and the hypothesis on its eigenvalues fails.

```lean
#print axioms ClosedLoopExpansion.det_ratio_eq_exp_loops
#print axioms ClosedLoopExpansion.perturbed_det_ne_zero
```

```
'ClosedLoopExpansion.det_ratio_eq_exp_loops' depends on axioms: [propext, Classical.choice, Quot.sound]
'ClosedLoopExpansion.perturbed_det_ne_zero' depends on axioms: [propext, Classical.choice, Quot.sound]
```
